# With site energies and U > 0 fixed, a first-order Hubbard term lengthens a polar two-site bond whose hopping decays with distance

## Does the Hubbard term push every bond apart?

I take the occupation n in the Hubbard energy U n(1−n)/2 from the uncorrected ground state at each bond length R, so U does not act back on the state. My bond has two sites with energies D and 0, and a hopping t(R) > 0 that falls as the atoms separate.

I expected the correction to lengthen the bond, because stretching weakens the mixing that the term penalises. But for D = 0 the electron is shared equally at every R, so n = 1/2 and nothing changes with distance. Does the correction really produce a repulsive force when D ≠ 0, and is that enough to say that the equilibrium bond length grows?

## A repulsive force for D ≠ 0, a constant for D = 0

Yes to both, if D and U > 0 do not depend on R, t has a negative derivative at every R, and both energy curves have minima, with the uncorrected curve differentiable at its own. Taking n from the uncorrected state makes the correction an explicit function of t, which can be differentiated directly.

Write a real normalised state as v = (v₀, v₁), with v₀² + v₁² = 1 and n = v₀². The Hamiltonian [[D, −t], [−t, 0]] gives the energy

ε(v) = D v₀² − 2t v₀v₁.

Let s = √(D² + 4t²) be the level splitting. Normalisation gives (2v₀² − 1)² + 4v₀²v₁² = 1, so expanding two squares yields

(s(2v₀² − 1) + D)² + (2s v₀v₁ − 2t)²
= s² + D² + 4t² + 2sD(2v₀² − 1) − 8st v₀v₁
= 4s (ε(v) − (D − s)/2).

The left side is never negative, so no state lies below (D − s)/2. The state with

v₀ = √((1 − D/s)/2), v₁ = √((1 + D/s)/2)

is normalised, and v₀v₁ = ½√(1 − D²/s²) = t/s. Both squares vanish for it, so it reaches the bound. Any other ground state must also make both squares vanish, and the first one fixes its weight:

n = (1 − D/s)/2.

Therefore n(1−n) = (1 − D²/s²)/4 = t²/s², and the correction is

W(R) = U n(1−n)/2 = (U/2) t²/(D² + 4t²).

By the quotient rule, with t′ = dt/dR,

dW/dR = (U/2) [2tt′(D² + 4t²) − 8t³t′]/(D² + 4t²)²
= U t t′ D²/(D² + 4t²)².

The force −dW/dR is positive when U > 0, t > 0, t′ < 0 and D ≠ 0. If you differentiate only the t² in the numerator and treat the splitting as constant, you get U t t′/(D² + 4t²) instead. That has the right sign, but it predicts a force even at D = 0, where W = U/8 for every t.

For the bond length, let R₀ minimise an uncorrected curve E and let R₁ minimise E + W, both over R > 0. The two minimum conditions say

E(R₀) ≤ E(R₁),
E(R₁) + W(R₁) ≤ E(R₀) + W(R₀).

Adding them gives W(R₁) ≤ W(R₀). Since W falls strictly with R, this rules out R₁ < R₀. If R₁ = R₀, stationarity gives E′(R₀) = 0 and E′(R₀) + W′(R₀) = 0, hence W′(R₀) = 0, which contradicts the positive force. So R₀ < R₁.

### What the Lean statements say about the bond

`bondHamiltonian D t` is the real 2×2 matrix, and `energy D t v` is its expectation value when v is normalised. `IsGroundState D t v` says that v is normalised and that no normalised real vector has lower energy. The first site has index 0, so n is `v 0 ^ 2`, and `hubbardEnergy U n` is the correction for that one site. The constant U stands for an effective on-site interaction whose energy term penalises fractional occupation.

In `hubbard_force`, `t` is a function of distance, `t'` is its derivative at R, and `v` assigns a vector to each distance. The hypothesis `∀ᶠ r in 𝓝 R, IsGroundState D (t r) (v r)` requires ground states throughout some neighbourhood of R, because a ground state at R alone would not determine a derivative. The vectors need not vary continuously: their overall signs may jump from one distance to the next, since only the squared amplitude enters. The conclusion gives both the formula for the force and its sign.

`bond_length_increases` asks for positive hopping with a negative derivative, and for ground states, at every r > 0. `IsMinOn` over `Ioi 0` means a global minimum over positive distances. The curve `E` is arbitrary apart from being differentiable at R₀, so it may contain nuclear repulsion and other contributions outside the two-site model. The existence of both minima is assumed. Differentiability is used to make the inequality strict; the comparison of minima alone gives R₀ ≤ R₁.

For electronic structure, this fixes the direction in which a first-order Hubbard term moves a bond length in a one-electron, two-site model with constant D and U. It leaves out self-consistent changes of the state, any dependence of D or U on distance, and bonds with more orbitals.

```lean
import Mathlib

open Matrix Set Filter Topology

namespace HubbardBondLength

noncomputable section

/-- The two-site bond Hamiltonian with on-site energy difference `D` and hopping `t`. -/
def bondHamiltonian (D t : ℝ) : Matrix (Fin 2) (Fin 2) ℝ := !![D, -t; -t, 0]

/-- The quadratic form `v · H v` of the bond Hamiltonian; for a normalised real vector `v` it is the
energy expectation value. -/
def energy (D t : ℝ) (v : Fin 2 → ℝ) : ℝ := v ⬝ᵥ (bondHamiltonian D t *ᵥ v)

/-- A ground state is a normalised real state whose energy is least among all such states. -/
def IsGroundState (D t : ℝ) (v : Fin 2 → ℝ) : Prop :=
  v 0 ^ 2 + v 1 ^ 2 = 1 ∧ ∀ w : Fin 2 → ℝ, w 0 ^ 2 + w 1 ^ 2 = 1 → energy D t v ≤ energy D t w

/-- The Hubbard correction `U n (1 - n) / 2` for a site with occupation `n`. -/
def hubbardEnergy (U n : ℝ) : ℝ := U * (n * (1 - n)) / 2

/-- The splitting `√(D² + 4t²)` of the two levels. -/
def gap (D t : ℝ) : ℝ := Real.sqrt (D ^ 2 + 4 * t ^ 2)

/-- For `t > 0`, the bonding state, written with the level splitting. -/
def bondingState (D t : ℝ) : Fin 2 → ℝ :=
  ![Real.sqrt ((1 - D / gap D t) / 2), Real.sqrt ((1 + D / gap D t) / 2)]

lemma gap_sq (D t : ℝ) : gap D t ^ 2 = D ^ 2 + 4 * t ^ 2 :=
  Real.sq_sqrt (by positivity)

lemma gap_pos (D : ℝ) {t : ℝ} (ht : 0 < t) : 0 < gap D t :=
  Real.sqrt_pos.2 (by positivity)

lemma energy_eq (D t : ℝ) (v : Fin 2 → ℝ) :
    energy D t v = D * v 0 ^ 2 - 2 * t * (v 0 * v 1) := by
  simp [energy, bondHamiltonian, dotProduct, Matrix.mulVec, Fin.sum_univ_two]
  ring

/-- The energy of a normalised state above `(D - gap) / 2`, times four gaps, is a sum of
two squares. -/
theorem excess_energy (D t : ℝ) (v : Fin 2 → ℝ) (hv : v 0 ^ 2 + v 1 ^ 2 = 1) :
    (gap D t * (2 * v 0 ^ 2 - 1) + D) ^ 2 + (2 * gap D t * (v 0 * v 1) - 2 * t) ^ 2
      = 4 * gap D t * (energy D t v - (D - gap D t) / 2) := by
  rw [energy_eq]
  linear_combination 4 * gap D t ^ 2 * v 0 ^ 2 * hv - gap_sq D t

/-- For positive hopping the bonding state is normalised and has energy `(D - gap) / 2`. -/
theorem bondingState_energy (D : ℝ) {t : ℝ} (ht : 0 < t) :
    bondingState D t 0 ^ 2 + bondingState D t 1 ^ 2 = 1 ∧
      energy D t (bondingState D t) = (D - gap D t) / 2 := by
  have hs := gap_pos D ht
  have hne := hs.ne'
  have hs2 := gap_sq D t
  have hup : D / gap D t ≤ 1 := (div_le_one hs).2 (by nlinarith [sq_nonneg t])
  have hlo : -1 ≤ D / gap D t := (le_div_iff₀ hs).2 (by nlinarith [sq_nonneg t])
  have hp : 0 ≤ (1 - D / gap D t) / 2 := by linarith
  have hq : 0 ≤ (1 + D / gap D t) / 2 := by linarith
  have e0 : bondingState D t 0 ^ 2 = (1 - D / gap D t) / 2 := Real.sq_sqrt hp
  have e1 : bondingState D t 1 ^ 2 = (1 + D / gap D t) / 2 := Real.sq_sqrt hq
  have hc : (D / gap D t) ^ 2 + 4 * (t / gap D t) ^ 2 = 1 := by
    field_simp
    linear_combination -hs2
  -- the product of the two amplitudes is `t / gap`
  have e01 : bondingState D t 0 * bondingState D t 1 = t / gap D t := by
    change Real.sqrt ((1 - D / gap D t) / 2) * Real.sqrt ((1 + D / gap D t) / 2) = _
    have h : (1 - D / gap D t) / 2 * ((1 + D / gap D t) / 2) = (t / gap D t) ^ 2 := by
      linear_combination (-1 / 4) * hc
    rw [← Real.sqrt_mul hp, h, Real.sqrt_sq (by positivity)]
  have hd : D * (D / gap D t) + 4 * t * (t / gap D t) = gap D t := by
    field_simp
    linear_combination -hs2
  refine ⟨by rw [e0, e1]; ring, ?_⟩
  rw [energy_eq, e0, e01]
  linear_combination (-1 / 2) * hd

/-- For positive hopping the bonding state is a ground state. -/
theorem bondingState_isGroundState (D : ℝ) {t : ℝ} (ht : 0 < t) :
    IsGroundState D t (bondingState D t) := by
  refine ⟨(bondingState_energy D ht).1, fun w hw => ?_⟩
  rw [(bondingState_energy D ht).2]
  by_contra h
  have h1 := mul_pos (gap_pos D ht) (sub_pos.2 (not_le.1 h))
  nlinarith [excess_energy D t w hw, sq_nonneg (gap D t * (2 * w 0 ^ 2 - 1) + D),
    sq_nonneg (2 * gap D t * (w 0 * w 1) - 2 * t)]

/-- For positive hopping every ground state has first-site weight `(1 - D / gap) / 2`. -/
theorem IsGroundState.weight {D t : ℝ} {v : Fin 2 → ℝ} (hv : IsGroundState D t v)
    (ht : 0 < t) : v 0 ^ 2 = (1 - D / gap D t) / 2 := by
  have hs := gap_pos D ht
  have hE := hv.2 _ (bondingState_energy D ht).1
  rw [(bondingState_energy D ht).2] at hE
  -- no excess energy is left, so the first square vanishes
  have h0 : (gap D t * (2 * v 0 ^ 2 - 1) + D) ^ 2 ≤ 0 := by
    nlinarith [excess_energy D t v hv.1, mul_nonneg hs.le (sub_nonneg.2 hE),
      sq_nonneg (2 * gap D t * (v 0 * v 1) - 2 * t)]
  have h1 := (pow_eq_zero_iff two_ne_zero).1 (le_antisymm h0 (sq_nonneg _))
  have h2 : D / gap D t = 1 - 2 * v 0 ^ 2 := by
    rw [div_eq_iff hs.ne']
    linear_combination h1
  linarith

/-- For positive hopping the Hubbard correction in a ground state is
`(U / 2) t² / (D² + 4t²)`. -/
theorem hubbardEnergy_ground (U : ℝ) {D t : ℝ} {v : Fin 2 → ℝ} (hv : IsGroundState D t v)
    (ht : 0 < t) :
    hubbardEnergy U (v 0 ^ 2) = U / 2 * (t ^ 2 / (D ^ 2 + 4 * t ^ 2)) := by
  have hN : D ^ 2 + 4 * t ^ 2 ≠ 0 := by positivity
  have hc : (D / gap D t) ^ 2 = D ^ 2 / (D ^ 2 + 4 * t ^ 2) := by rw [div_pow, gap_sq]
  have h1 : 1 - D ^ 2 / (D ^ 2 + 4 * t ^ 2) = 4 * t ^ 2 / (D ^ 2 + 4 * t ^ 2) := by
    rw [eq_div_iff hN, sub_mul, div_mul_cancel₀ _ hN]
    ring
  rw [hubbardEnergy, hv.weight ht]
  linear_combination (-U / 8) * hc + U / 8 * h1

/-- Derivative of the Hubbard correction along the bond, for a hopping that is positive and
differentiable at `R` and ground states `v r` at all bond lengths `r` near `R`. -/
theorem hasDerivAt_hubbardEnergy (U : ℝ) {D R t' : ℝ} {t : ℝ → ℝ} {v : ℝ → Fin 2 → ℝ}
    (hpos : 0 < t R) (ht : HasDerivAt t t' R)
    (hv : ∀ᶠ r in 𝓝 R, IsGroundState D (t r) (v r)) :
    HasDerivAt (fun r => hubbardEnergy U (v r 0 ^ 2))
      (U * t R * t' * D ^ 2 / (D ^ 2 + 4 * t R ^ 2) ^ 2) R := by
  have hN : D ^ 2 + 4 * t R ^ 2 ≠ 0 := by positivity
  have hev : ∀ᶠ r in 𝓝 R, 0 < t r := ht.continuousAt.eventually (lt_mem_nhds hpos)
  have hsq : HasDerivAt (fun r => t r ^ 2) (2 * t R * t') R := by
    simpa using ht.fun_pow 2
  have hq := (hsq.fun_div ((hsq.const_mul 4).const_add (D ^ 2)) hN).const_mul (U / 2)
  refine (hq.congr_of_eventuallyEq ?_).congr_deriv (by ring)
  filter_upwards [hev, hv] with r h1 h2
  exact hubbardEnergy_ground U h2 h1

/-- Let `D ≠ 0` and `U > 0`, let the hopping be positive at `R` with derivative `t' < 0` there, and
let `v r` be a ground state at every bond length `r` near `R`. Then the Hubbard force at `R`, minus
the derivative of the correction, is `-U t t' D² / (D² + 4t²)²`, and it is positive. -/
theorem hubbard_force {U D R t' : ℝ} {t : ℝ → ℝ} {v : ℝ → Fin 2 → ℝ}
    (hU : 0 < U) (hD : D ≠ 0) (hpos : 0 < t R) (ht : HasDerivAt t t' R) (ht' : t' < 0)
    (hv : ∀ᶠ r in 𝓝 R, IsGroundState D (t r) (v r)) :
    -deriv (fun r => hubbardEnergy U (v r 0 ^ 2)) R
        = -(U * t R * t' * D ^ 2 / (D ^ 2 + 4 * t R ^ 2) ^ 2) ∧
      0 < -deriv (fun r => hubbardEnergy U (v r 0 ^ 2)) R := by
  rw [(hasDerivAt_hubbardEnergy U hpos ht hv).deriv]
  refine ⟨rfl, ?_⟩
  have h : 0 < U * t R * (-t') * D ^ 2 / (D ^ 2 + 4 * t R ^ 2) ^ 2 :=
    div_pos (mul_pos (mul_pos (mul_pos hU hpos) (neg_pos.2 ht')) (by positivity))
      (by positivity)
  have e : U * t R * (-t') * D ^ 2 / (D ^ 2 + 4 * t R ^ 2) ^ 2
      = -(U * t R * t' * D ^ 2 / (D ^ 2 + 4 * t R ^ 2) ^ 2) := by ring
  rwa [e] at h

/-- Let `D ≠ 0`, `U > 0`, and let the hopping be positive with negative derivative at all `r > 0`.
If `R₀` minimises an energy curve `E` differentiable there, and `R₁` minimises `E` plus the Hubbard
correction evaluated in ground states `v r`, both over positive bond lengths, then `R₁` is longer
than `R₀`. -/
theorem bond_length_increases {U D R₀ R₁ : ℝ} {t t' E : ℝ → ℝ} {v : ℝ → Fin 2 → ℝ}
    (hU : 0 < U) (hD : D ≠ 0) (hpos : ∀ r, 0 < r → 0 < t r)
    (ht : ∀ r, 0 < r → HasDerivAt t (t' r) r) (ht' : ∀ r, 0 < r → t' r < 0)
    (hv : ∀ r, 0 < r → IsGroundState D (t r) (v r))
    (hR₀ : 0 < R₀) (hR₁ : 0 < R₁) (hE : DifferentiableAt ℝ E R₀)
    (h₀ : IsMinOn E (Ioi 0) R₀)
    (h₁ : IsMinOn (fun r => E r + hubbardEnergy U (v r 0 ^ 2)) (Ioi 0) R₁) :
    R₀ < R₁ := by
  have hnear : ∀ r, 0 < r → ∀ᶠ x in 𝓝 r, IsGroundState D (t x) (v x) := fun r hr => by
    filter_upwards [Ioi_mem_nhds hr] with x hx
    exact hv x hx
  have hd := fun r hr => hasDerivAt_hubbardEnergy U (hpos r hr) (ht r hr) (hnear r hr)
  have hF := fun r hr => (hubbard_force hU hD (hpos r hr) (ht r hr) (ht' r hr) (hnear r hr)).2
  -- the correction falls strictly as the bond is stretched
  have hanti : StrictAntiOn (fun r => hubbardEnergy U (v r 0 ^ 2)) (Ioi 0) := by
    refine strictAntiOn_of_deriv_neg (convex_Ioi 0)
      (fun r hr => (hd r hr).continuousAt.continuousWithinAt) (fun r hr => ?_)
    rw [interior_Ioi] at hr
    exact neg_pos.1 (hF r hr)
  by_contra hcon
  rcases lt_or_eq_of_le (not_lt.1 hcon) with hlt | heq
  · have a := hanti (mem_Ioi.2 hR₁) (mem_Ioi.2 hR₀) hlt
    have b := isMinOn_iff.1 h₀ R₁ hR₁
    have c := isMinOn_iff.1 h₁ R₀ hR₀
    dsimp only at a c
    linarith
  · -- at a common minimum the Hubbard force would have to vanish
    rw [heq] at h₁
    have a := (h₀.isLocalMin (Ioi_mem_nhds hR₀)).deriv_eq_zero
    have b := (h₁.isLocalMin (Ioi_mem_nhds hR₀)).hasDerivAt_eq_zero
      (hE.hasDerivAt.fun_add (hd R₀ hR₀))
    have c := hF R₀ hR₀
    rw [(hd R₀ hR₀).deriv] at c
    linarith

/-- In a ground state of a bond with `D = 0` and positive hopping the Hubbard correction is `U / 8`,
whatever the value of the hopping. -/
theorem hubbardEnergy_nonpolar (U : ℝ) {t : ℝ} {v : Fin 2 → ℝ} (hv : IsGroundState 0 t v)
    (ht : 0 < t) : hubbardEnergy U (v 0 ^ 2) = U / 8 := by
  rw [hubbardEnergy, hv.weight ht, zero_div]
  ring

end

end HubbardBondLength
```

```lean
#print axioms HubbardBondLength.bondingState_isGroundState
#print axioms HubbardBondLength.bond_length_increases
#print axioms HubbardBondLength.hubbardEnergy_nonpolar
```

```
'HubbardBondLength.bondingState_isGroundState' depends on axioms: [propext, Classical.choice, Quot.sound]
'HubbardBondLength.bond_length_increases' depends on axioms: [propext, Classical.choice, Quot.sound]
'HubbardBondLength.hubbardEnergy_nonpolar' depends on axioms: [propext, Classical.choice, Quot.sound]
```

### From the two squares to the longer bond

`excess_energy` is the identity with two squares. Its `linear_combination` step supplies the normalisation condition and s² = D² + 4t², the same two facts used in the expansion above.

`bondingState_energy` checks the explicit state. It first shows −1 ≤ D/s ≤ 1, so that the expressions under the square roots are nonnegative, then finds the squared amplitudes and the product t/s, and inserts them into the energy. `bondingState_isGroundState` supposes that some normalised state lies lower; the right side of the identity would then be negative while the left side is a sum of squares, and `nlinarith` closes the contradiction.

`IsGroundState.weight` applies the identity to an arbitrary ground state. Comparison with the explicit state leaves no excess energy, so the first square is zero, which gives n. `hubbardEnergy_ground` turns this weight into the formula for W.

`hasDerivAt_hubbardEnergy` applies the quotient rule to the expression in t. Continuity keeps the hopping positive near R, so this expression agrees there with the correction computed from the chosen ground states, and `congr_of_eventuallyEq` transfers the derivative. `hubbard_force` then reads off the sign from the factors.

In `bond_length_increases`, the negative derivative makes the correction strictly decreasing, through `strictAntiOn_of_deriv_neg`. The proof assumes that R₀ < R₁ fails and splits into two cases. For R₁ < R₀, `linarith` combines the two minimum inequalities with the strict decrease. For R₁ = R₀, the derivatives of both curves vanish, which contradicts the force. Finally, `hubbardEnergy_nonpolar` sets D = 0 in the weight formula and obtains U/8.

### The correction in a bond-length scan

Suppose you compute an uncorrected energy and the occupation n of one correlated spin orbital at each of several bond lengths. Adding U n(1−n)/2 to each energy and locating the new minimum is the first-order procedure described here.

Take as illustrative values D = 3 eV, t = 2 eV, U = 4 eV and t′ = −1 eV/Å at one distance. Then s = 5 eV and n = 0.2, the correction is 0.32 eV, and the additional force is

4 · 2 · 1 · 9/25² = 0.1152 eV/Å,

directed towards larger separation.

A self-consistent DFT+U relaxation in a plane-wave basis, with U held fixed, organises the force differently. The orbitals there minimise the corrected energy, so their first-order response drops out, and the Hubbard contribution comes from the change of the occupations as the projectors move at fixed orbitals. In PAW and ultrasoft schemes the overlap operator moves with the atoms too, which adds orthonormality terms to the total force. The derivative in the two-site model instead includes the full change of n along the uncorrected ground states.
